# For R > 0, the one-term system (R⁵/5)c = R²/2 has the sole solution c = 5/(2R³)

The declaration concerns a linear system S c = h with a single real unknown and a length R > 0. Its one matrix entry is R⁵/5, the integral of r⁴ from 0 to R, and its right-hand side is R²/2, the integral of r over the same range; the file defines both by these closed forms, not as integrals. The claim is that the system holds exactly when the coefficient equals 5/(2R³). The attempt reduces the matrix equation to a scalar one, then tries to clear the denominator 2R³ from the claimed solution and to prove each direction by `linear_combination`.

Lean 4 with Mathlib refuses this proof:

```lean
import Mathlib

open Matrix Set

namespace ForceFilter

noncomputable section

/-- The matrix `S_jk = R^(j+k+3)/(j+k+3)` for powers `j, k = 1, …, M`. -/
def overlap (M : ℕ) (R : ℝ) : Matrix (Fin M) (Fin M) ℝ :=
  Matrix.of fun j k => R ^ ((j : ℕ) + 1 + ((k : ℕ) + 1) + 3) /
    (((j : ℕ) + 1 + ((k : ℕ) + 1) + 3 : ℕ) : ℝ)

/-- The vector `h_j = R^(j+1)/(j+1)` for powers `j = 1, …, M`. -/
def moment (M : ℕ) (R : ℝ) : Fin M → ℝ :=
  fun j => R ^ ((j : ℕ) + 1 + 1) / (((j : ℕ) + 1 + 1 : ℕ) : ℝ)

/-- For `M = 1` and `R > 0` the system `S c = h` holds exactly when `c 0 = 5/(2R³)`. -/
theorem coeff_one_iff {R : ℝ} (hR : 0 < R) (c : Fin 1 → ℝ) :
    overlap 1 R *ᵥ c = moment 1 R ↔ c 0 = 5 / (2 * R ^ 3) := by
  have h1 : overlap 1 R 0 0 = R ^ 5 / 5 := by norm_num [overlap]
  have h2 : moment 1 R 0 = R ^ 2 / 2 := by norm_num [moment]
  have key : overlap 1 R *ᵥ c = moment 1 R ↔ R ^ 5 / 5 * c 0 = R ^ 2 / 2 := by
    rw [funext_iff, Fin.forall_fin_one]
    simp only [Matrix.mulVec, dotProduct, Finset.univ_unique, Finset.sum_singleton,
      Fin.default_eq_zero, h1, h2]
  rw [key, eq_div_iff (by positivity)]
  constructor
  · intro h
    have hR2 : R ^ 2 ≠ 0 := by positivity
    exact mul_left_cancel₀ hR2 (by linear_combination 10 * h)
  · intro h
    linear_combination R ^ 2 / 10 * h

end

end ForceFilter
```

The compiler's answer:

```
Main.lean:31:35: error: ring failed, ring expressions not equal
R : ℝ
hR : 0 < R
c : Fin 1 → ℝ
h1 : overlap 1 R 0 0 = R ^ 5 / 5
h2 : moment 1 R 0 = R ^ 2 / 2
key : overlap 1 R *ᵥ c = moment 1 R ↔ R ^ 5 / 5 * c 0 = R ^ 2 / 2
h : R ^ 5 / 5 * c 0 * 2 = R ^ 2
hR2 : R ^ 2 ≠ 0
⊢ R ^ 2 * 10 + R ^ 2 * c 0 + R ^ 2 * R⁻¹ ^ 3 * (-5 / 2) - R ^ 5 * c 0 * 4 = 0
Main.lean:33:4: error: ring failed, ring expressions not equal
R : ℝ
hR : 0 < R
c : Fin 1 → ℝ
h1 : overlap 1 R 0 0 = R ^ 5 / 5
h2 : moment 1 R 0 = R ^ 2 / 2
key : overlap 1 R *ᵥ c = moment 1 R ↔ R ^ 5 / 5 * c 0 = R ^ 2 / 2
h : c 0 = 5 / (2 * R ^ 3)
⊢ -R ^ 2 + R ^ 2 * c 0 * (-1 / 10) + R ^ 2 * R⁻¹ ^ 3 * (1 / 4) + R ^ 5 * c 0 * (2 / 5) = 0
```

The change, after which it compiles:

```diff
@@ -25,5 +25,6 @@
     simp only [Matrix.mulVec, dotProduct, Finset.univ_unique, Finset.sum_singleton,
       Fin.default_eq_zero, h1, h2]
-  rw [key, eq_div_iff (by positivity)]
+  have hd : 2 * R ^ 3 ≠ 0 := by positivity
+  rw [key, eq_div_iff hd]
   constructor
   · intro h
```

What went wrong. Both messages say that `ring` could not close the identity left by `linear_combination`. The contexts show why: the wrong denominator had been cleared.

`eq_div_iff` turns `a = b / c` into `a * c = b`, given `c ≠ 0`. With `(by positivity)` as its argument, the denominator was still undetermined when `rw` looked for a match. The first fit was the scalar equation `R ^ 5 / 5 * c 0 = R ^ 2 / 2`, so the lemma's `c` became 2. That equation turned into `R ^ 5 / 5 * c 0 * 2 = R ^ 2`, while `c 0 = 5 / (2 * R ^ 3)` kept its fraction. The coefficients `10` and `R ^ 2 / 10` were chosen for the opposite situation, so neither identity holds.

The repair first proves `hd : 2 * R ^ 3 ≠ 0` and passes it to `eq_div_iff`. This fixes the denominator, so the rewrite can only match the claimed solution, which becomes `c 0 * (2 * R ^ 3) = 5`. The scalar equation stays as it was, and both `linear_combination` calls then work unchanged.
